# Givens rotations bring every real square matrix to upper triangular form

If rotations of two orbitals at a time could not reach every real orthogonal matrix of determinant one, an orbital optimisation built from them might be shut out of its minimum, whatever angles it chose. For real orbitals in a finite basis they do reach them all. This follows from a factorisation: for every real \(n\times n\) matrix \(A\), singular or not, a finite product \(Q\) of such rotations makes \(QA\) upper triangular. No reflections are needed, and all diagonal entries of \(QA\) except possibly the last can be made nonnegative at the same time.

In Lean 4 with Mathlib:

```lean
import Mathlib

open Matrix

namespace GivensQR

noncomputable section

variable {n : ℕ}
```

## Rotations in a coordinate plane

The Givens rotation \(G_{ij}(\theta)\) is the identity except in rows \(i\) and \(j\). With \(e_i\) the \(i\)-th row of the identity, these rows are

\[
\cos\theta\,e_i-\sin\theta\,e_j,\qquad \sin\theta\,e_i+\cos\theta\,e_j .
\]

This fixes the sign convention for the angle. Indices run from \(0\) to \(n-1\), as in `Fin n`.

```lean
/-- The Givens rotation by the angle `θ` in the plane of the coordinates `i` and `j`. -/
def givens (i j : Fin n) (θ : ℝ) : Matrix (Fin n) (Fin n) ℝ :=
  Matrix.of fun k l =>
    if k = i then Real.cos θ * (1 : Matrix (Fin n) (Fin n) ℝ) i l
      - Real.sin θ * (1 : Matrix (Fin n) (Fin n) ℝ) j l
    else if k = j then Real.sin θ * (1 : Matrix (Fin n) (Fin n) ℝ) i l
      + Real.cos θ * (1 : Matrix (Fin n) (Fin n) ℝ) j l
    else (1 : Matrix (Fin n) (Fin n) ℝ) k l
```

The admissible \(Q\) are the finite products of rotations with \(i\neq j\), in any planes and any order. As a submonoid, `givensProducts n` also contains the empty product, the identity.

```lean
/-- All finite products of Givens rotations, including the empty product. -/
def givensProducts (n : ℕ) : Submonoid (Matrix (Fin n) (Fin n) ℝ) :=
  Submonoid.closure {G | ∃ (i j : Fin n) (θ : ℝ), i ≠ j ∧ G = givens i j θ}
```

Columns will be treated from left to right. After \(c\) of them, the matrix \(B\) should satisfy \(B_{kl}=0\) for \(l<c\) and \(k>l\), and \(B_{ll}\ge 0\) for \(l<c\) unless \(l\) is the last index.

```lean
/-- The first `c` columns vanish below the diagonal, and their diagonal entries are
nonnegative, except possibly the one in the last row. -/
def TriangularUpTo (c : ℕ) (B : Matrix (Fin n) (Fin n) ℝ) : Prop :=
  (∀ k l : Fin n, l.val < c → l < k → B k l = 0) ∧
    ∀ l : Fin n, l.val < c → l.val + 1 < n → 0 ≤ B l l
```

Multiplication from the left mixes two rows and leaves the others alone:

\[
(GA)_{il}=\cos\theta\,A_{il}-\sin\theta\,A_{jl},\qquad
(GA)_{jl}=\sin\theta\,A_{il}+\cos\theta\,A_{jl}.
\]

```lean
/-- Multiplication by a Givens rotation from the left mixes the rows `i` and `j` and leaves
all other rows unchanged. -/
theorem givens_mul_apply (i j : Fin n) (θ : ℝ) (A : Matrix (Fin n) (Fin n) ℝ) (k l : Fin n) :
    (givens i j θ * A) k l =
      if k = i then Real.cos θ * A i l - Real.sin θ * A j l
      else if k = j then Real.sin θ * A i l + Real.cos θ * A j l
      else A k l := by
  have e : ∀ m, ∑ x, (1 : Matrix (Fin n) (Fin n) ℝ) m x * A x l = A m l := fun m => by
    rw [← Matrix.mul_apply, one_mul]
  rw [Matrix.mul_apply]
  simp only [givens, Matrix.of_apply]
  split_ifs
  · simp only [sub_mul, mul_assoc, Finset.sum_sub_distrib, ← Finset.mul_sum, e]
  · simp only [add_mul, mul_assoc, Finset.sum_add_distrib, ← Finset.mul_sum, e]
  · exact e k
```

Applying this to \(A=G_{ij}(\beta)\) and using the addition theorems gives \(G_{ij}(\alpha)G_{ij}(\beta)=G_{ij}(\alpha+\beta)\).

```lean
/-- Successive Givens rotations in the same plane add their angles. -/
theorem givens_mul_givens {i j : Fin n} (hij : i ≠ j) (α β : ℝ) :
    givens i j α * givens i j β = givens i j (α + β) := by
  ext k l
  rw [givens_mul_apply]
  simp only [givens, Matrix.of_apply, hij.symm, ↓reduceIte, Real.cos_add, Real.sin_add]
  split_ifs <;> ring
```

## Orthogonality and determinant

Transposition reverses the angle, so \(G(\theta)^TG(\theta)=G(-\theta)G(\theta)=G(0)=1\). Taking determinants at the half angle gives \((\det G(\theta/2))^2=1\). Since \(G(\theta)=G(\theta/2)^2\), it follows that \(\det G(\theta)=1\). In the code, the case distinctions compare the entries of the transpose with those of \(G(-\theta)\).

```lean
/-- A Givens rotation is orthogonal and has determinant one. -/
theorem givens_special {i j : Fin n} (hij : i ≠ j) (θ : ℝ) :
    (givens i j θ)ᵀ * givens i j θ = 1 ∧ (givens i j θ).det = 1 := by
  have h0 : givens i j 0 = 1 := by
    ext k l
    simp only [givens, Matrix.of_apply, Real.cos_zero, Real.sin_zero]
    split_ifs with h1 h2
    · rw [h1]; ring
    · rw [h2]; ring
    · rfl
  -- the transpose is the rotation by the opposite angle
  have ht : ∀ φ, (givens i j φ)ᵀ = givens i j (-φ) := by
    intro φ
    ext k l
    have hji := hij.symm
    have hsym : (1 : Matrix (Fin n) (Fin n) ℝ) l k = (1 : Matrix (Fin n) (Fin n) ℝ) k l :=
      congrFun (congrFun Matrix.transpose_one k) l
    rcases eq_or_ne k i with h1 | h1
    · rcases eq_or_ne l i with h3 | h3
      · simp [givens, Matrix.one_apply, h1, h3, hji]
      · rcases eq_or_ne l j with h4 | h4
        · simp [givens, Matrix.one_apply, h1, h4, hij, hji]
        · simp [givens, Matrix.one_apply, h1, h3, h4, h3.symm, h4.symm]
    · rcases eq_or_ne k j with h2 | h2
      · rcases eq_or_ne l i with h3 | h3
        · simp [givens, Matrix.one_apply, h2, h3, hij, hji]
        · rcases eq_or_ne l j with h4 | h4
          · simp [givens, Matrix.one_apply, h2, h4, hij, hji]
          · simp [givens, Matrix.one_apply, h2, h3, h4, h3.symm, h4.symm, hji]
      · rcases eq_or_ne l i with h3 | h3
        · simp [givens, Matrix.one_apply, h1, h2, h3, h1.symm, h2.symm]
        · rcases eq_or_ne l j with h4 | h4
          · simp [givens, Matrix.one_apply, h1, h2, h4, h1.symm, h2.symm, hji]
          · simp only [Matrix.transpose_apply, givens, Matrix.of_apply, h1, h2, h3, h4,
              ↓reduceIte]
            exact hsym
  have ho : ∀ φ, (givens i j φ)ᵀ * givens i j φ = 1 := fun φ => by
    rw [ht, givens_mul_givens hij, neg_add_cancel, h0]
  refine ⟨ho θ, ?_⟩
  -- the determinant is the square of that of the half rotation
  have hh := congrArg Matrix.det (ho (θ / 2))
  rw [Matrix.det_mul, Matrix.det_transpose, Matrix.det_one] at hh
  have h2 : givens i j θ = givens i j (θ / 2) * givens i j (θ / 2) := by
    rw [givens_mul_givens hij, add_halves]
  rw [h2, Matrix.det_mul, hh]
```

Both properties pass to products: \((XY)^TXY=Y^T(X^TX)Y=1\), and determinants multiply. The proof is an induction over the way the product is built.

```lean
/-- Every finite product of Givens rotations is orthogonal and has determinant one. -/
theorem products_special {Q : Matrix (Fin n) (Fin n) ℝ} (hQ : Q ∈ givensProducts n) :
    Qᵀ * Q = 1 ∧ Q.det = 1 := by
  unfold givensProducts at hQ
  induction hQ using Submonoid.closure_induction with
  | mem x hx =>
    obtain ⟨i, j, θ, hij, rfl⟩ := hx
    exact givens_special hij θ
  | one => simp
  | mul x y hx hy ihx ihy =>
    constructor
    · rw [Matrix.transpose_mul, Matrix.mul_assoc, ← Matrix.mul_assoc xᵀ, ihx.1,
        Matrix.one_mul, ihy.1]
    · rw [Matrix.det_mul, ihx.2, ihy.2, one_mul]
```

## Clearing one entry, then one column

Given \((a,b)\), write \(a-\mathrm{i}b=r\,e^{\mathrm{i}\theta}\) with \(r\ge 0\), so that \(a=r\cos\theta\) and \(b=-r\sin\theta\). Then

\[
\sin\theta\,a+\cos\theta\,b=0,\qquad \cos\theta\,a-\sin\theta\,b=r\ge 0 .
\]

Nothing is divided by \(a\), so a zero pivot does no harm.

```lean
/-- Some rotation of the plane takes the vector `(a, b)` to a vector with nonnegative first
component and vanishing second component. -/
theorem exists_angle (a b : ℝ) : ∃ θ : ℝ, Real.sin θ * a + Real.cos θ * b = 0 ∧
    0 ≤ Real.cos θ * a - Real.sin θ * b := by
  obtain ⟨z, hre, him⟩ : ∃ z : ℂ, z.re = a ∧ z.im = -b := ⟨⟨a, -b⟩, rfl, rfl⟩
  have hc := Complex.norm_mul_cos_arg z
  have hs := Complex.norm_mul_sin_arg z
  rw [hre] at hc
  rw [him] at hs
  refine ⟨z.arg, by linear_combination -Real.sin z.arg * hc + Real.cos z.arg * hs, ?_⟩
  have h : Real.cos z.arg * a - Real.sin z.arg * b
      = ‖z‖ * (Real.cos z.arg ^ 2 + Real.sin z.arg ^ 2) := by
    linear_combination -Real.cos z.arg * hc - Real.sin z.arg * hs
  rw [h]
  positivity
```

In column \(c\), rotate row \(c\) with each lower row \(j\) in turn, choosing the angle for \(a=B_{cc}\), \(b=B_{jc}\), where \(B\) is the current matrix. This clears the entry in row \(j\) and leaves the pivot nonnegative. In earlier columns both rows contain zeros, and mixing zeros gives zeros. The earlier diagonal entries lie in rows above row \(c\), which are not touched, so they stay nonnegative. Entries already cleared in column \(c\) lie in rows that the new rotation does not touch. The last column has no lower row, hence no rotation and no control of the sign.

The inner induction `step` runs over a bound \(m\) on the row index: in column \(c\), the entries in the rows \(k\) with \(c<k<m\) have been cleared. It also carries the form of the earlier columns and, once there has been a rotation, the sign of the pivot.

```lean
/-- If the columns before `c` vanish below the diagonal and have nonnegative diagonal entries,
Givens rotations achieve this for column `c` as well without spoiling them, except that the diagonal
entry in the last row may have either sign. -/
theorem clear_column (c : Fin n) (B : Matrix (Fin n) (Fin n) ℝ)
    (hB : TriangularUpTo c.val B) :
    ∃ Q ∈ givensProducts n, TriangularUpTo (c.val + 1) (Q * B) := by
  -- clear the entries of column `c` below the diagonal and before row `m`, one at a time
  have step : ∀ m : ℕ, m ≤ n → ∃ Q ∈ givensProducts n, TriangularUpTo c.val (Q * B) ∧
      (∀ k : Fin n, c.val < k.val → k.val < m → (Q * B) k c = 0) ∧
      (c.val + 1 < m → 0 ≤ (Q * B) c c) := by
    intro m
    induction m with
    | zero =>
      intro _
      exact ⟨1, Submonoid.one_mem _, by rwa [one_mul], fun k _ h => by omega,
        fun h => by omega⟩
    | succ m ih =>
      intro hm
      obtain ⟨Q, hQ, hT, hz, hp⟩ := ih (by omega)
      by_cases hcm : c.val < m
      · obtain ⟨j, hj⟩ : ∃ j : Fin n, j.val = m := ⟨⟨m, by omega⟩, rfl⟩
        have hcj : c ≠ j := fun h => by rw [h] at hcm; omega
        obtain ⟨θ, h0, h1⟩ := exists_angle ((Q * B) c c) ((Q * B) j c)
        refine ⟨givens c j θ * Q, Submonoid.mul_mem _
          (Submonoid.subset_closure ⟨c, j, θ, hcj, rfl⟩) hQ, ?_⟩
        rw [Matrix.mul_assoc]
        refine ⟨⟨fun k l hl hlk => ?_, fun l hl hln => ?_⟩, fun k hk hkm => ?_, fun _ => ?_⟩
        · have e1 := hT.1 c l hl (Fin.lt_def.mpr hl)
          have e2 := hT.1 j l hl (Fin.lt_def.mpr (by omega))
          rw [givens_mul_apply, e1, e2, hT.1 k l hl hlk]
          simp
        · have n1 : l ≠ c := fun h => by rw [h] at hl; omega
          have n2 : l ≠ j := fun h => by rw [h] at hl; omega
          rw [givens_mul_apply, if_neg n1, if_neg n2]
          exact hT.2 l hl hln
        · have n1 : k ≠ c := fun h => by rw [h] at hk; omega
          rw [givens_mul_apply, if_neg n1]
          by_cases hkj : k = j
          · rw [if_pos hkj]; exact h0
          · rw [if_neg hkj]
            have := Fin.val_ne_of_ne hkj
            exact hz k hk (by omega)
        · rw [givens_mul_apply, if_pos rfl]; exact h1
      · exact ⟨Q, hQ, hT, fun k _ _ => by omega, fun h => by omega⟩
  obtain ⟨Q, hQ, hT, hz, hp⟩ := step n le_rfl
  refine ⟨Q, hQ, fun k l hl hlk => ?_, fun l hl hln => ?_⟩
  · by_cases h : l.val < c.val
    · exact hT.1 k l h hlk
    · have e : l = c := Fin.ext (by omega)
      subst e
      exact hz k hlk k.isLt
  · by_cases h : l.val < c.val
    · exact hT.2 l h hln
    · have e : l = c := Fin.ext (by omega)
      subst e
      exact hp hln
```

## The factorisation

Start with the empty product. If \(Q\) has prepared \(c\) columns and \(P\) clears the next, then \(PQ\) prepares \(c+1\). After \(n\) columns, \(R=QA\) is upper triangular, and \(A=Q^TR\) because \(Q\) is orthogonal. The theorem concerns exact real arithmetic and says nothing about rounding errors or the number of rotations.

```lean
/-- Givens QR factorisation: for every real square matrix `A` a finite product `Q` of Givens
rotations makes `Q * A` upper triangular, with all diagonal entries except possibly the last
nonnegative. -/
theorem givens_qr (A : Matrix (Fin n) (Fin n) ℝ) :
    ∃ Q ∈ givensProducts n, (∀ k l : Fin n, l < k → (Q * A) k l = 0) ∧
      ∀ l : Fin n, l.val + 1 < n → 0 ≤ (Q * A) l l := by
  have h : ∀ c : ℕ, c ≤ n → ∃ Q ∈ givensProducts n, TriangularUpTo c (Q * A) := by
    intro c
    induction c with
    | zero =>
      intro _
      exact ⟨1, Submonoid.one_mem _, fun _ _ h => by omega, fun _ h => by omega⟩
    | succ c ih =>
      intro hc
      obtain ⟨Q, hQ, hT⟩ := ih (by omega)
      obtain ⟨P, hP, hPT⟩ := clear_column ⟨c, by omega⟩ (Q * A) hT
      exact ⟨P * Q, Submonoid.mul_mem _ hP hQ, by rw [Matrix.mul_assoc]; exact hPT⟩
  obtain ⟨Q, hQ, hT⟩ := h n le_rfl
  exact ⟨Q, hQ, fun k l hlk => hT.1 k l l.isLt hlk, fun l hl => hT.2 l l.isLt hl⟩
```

The freedom of sign is necessary. Since \(\det Q=1\), the product of the diagonal entries of a triangular \(QA\) is \(\det A\). If this is negative, the entries cannot all be nonnegative.

```lean
/-- If `A` has negative determinant, every upper triangular form reached from it by Givens
rotations has a negative diagonal entry. -/
theorem exists_negative_diagonal {A Q : Matrix (Fin n) (Fin n) ℝ} (hA : A.det < 0)
    (hQ : Q ∈ givensProducts n) (hT : ∀ k l : Fin n, l < k → (Q * A) k l = 0) :
    ∃ l, (Q * A) l l < 0 := by
  by_contra hcon
  have hp : ∀ l, 0 ≤ (Q * A) l l := fun l => not_lt.mp fun h => hcon ⟨l, h⟩
  have hB : (Q * A).BlockTriangular id := fun k l h => hT k l h
  have hd := Matrix.det_of_isUpperTriangular hB
  rw [Matrix.det_mul, (products_special hQ).2, one_mul] at hd
  have := Finset.prod_nonneg (s := Finset.univ) fun l _ => hp l
  linarith
```

## All orthogonal matrices of determinant one

Let \(R\) be upper triangular and orthogonal, with \(\det R=1\) and nonnegative diagonal except possibly in the last place. Orthogonality reads \(\sum_k R_{ki}R_{kj}=\delta_{ij}\). Suppose the rows above \(i\) are already known to vanish right of the diagonal. Then only \(k=i\) contributes:

\[
R_{ii}R_{ij}=\delta_{ij}.
\]

Hence \(R_{ii}^2=1\), and \(R_{ij}=0\) for \(j>i\). The sign condition makes every diagonal entry but the last equal to \(1\), and the determinant fixes the last. So \(R=1\).

```lean
/-- An upper triangular orthogonal matrix of determinant one, whose diagonal entries except
possibly the last are nonnegative, is the identity. -/
theorem eq_one_of_triangular {R : Matrix (Fin n) (Fin n) ℝ}
    (hT : ∀ k l : Fin n, l < k → R k l = 0) (hpos : ∀ l : Fin n, l.val + 1 < n → 0 ≤ R l l)
    (hO : Rᵀ * R = 1) (hD : R.det = 1) : R = 1 := by
  have hsum : ∀ i j, ∑ k, R k i * R k j = (1 : Matrix (Fin n) (Fin n) ℝ) i j := by
    intro i j
    have h := congrFun (congrFun hO i) j
    rw [Matrix.mul_apply] at h
    exact h
  -- orthogonality of the columns removes the entries right of the diagonal, row by row
  have key : ∀ m : ℕ, ∀ i : Fin n, i.val = m →
      R i i * R i i = 1 ∧ ∀ j, i < j → R i j = 0 := by
    intro m
    induction m using Nat.strong_induction_on with
    | _ m ih =>
      intro i hi
      have hs : ∀ j, R i i * R i j = (1 : Matrix (Fin n) (Fin n) ℝ) i j := by
        intro j
        rw [← hsum i j]
        symm
        apply Finset.sum_eq_single i
        · intro k _ hk
          rcases lt_or_gt_of_ne hk with h | h
          · have h' : k.val < i.val := h
            rw [(ih k.val (by omega) k rfl).2 i h, zero_mul]
          · rw [hT k i h, zero_mul]
        · exact fun h => absurd (Finset.mem_univ i) h
      have h1 : R i i * R i i = 1 := by rw [hs i, Matrix.one_apply_eq]
      refine ⟨h1, fun j hj => ?_⟩
      have h2 := hs j
      rw [Matrix.one_apply_ne hj.ne] at h2
      rcases mul_eq_zero.mp h2 with h | h
      · rw [h] at h1
        norm_num at h1
      · exact h
  have hd : ∀ i : Fin n, i.val + 1 < n → R i i = 1 := by
    intro i hi
    rcases mul_self_eq_one_iff.mp (key _ i rfl).1 with h | h
    · exact h
    · linarith [hpos i hi]
  have hB : R.BlockTriangular id := fun k l h => hT k l h
  have hdet := Matrix.det_of_isUpperTriangular hB
  rw [hD] at hdet
  -- the determinant fixes the sign of the last diagonal entry
  have hall : ∀ i : Fin n, R i i = 1 := by
    intro i
    by_cases hi : i.val + 1 < n
    · exact hd i hi
    · have h := Finset.prod_eq_single (s := Finset.univ) (f := fun k => R k k) i
        (fun k _ hk => hd k (by
          have := Fin.val_ne_of_ne hk
          have := k.isLt
          have := i.isLt
          omega))
        (fun h => absurd (Finset.mem_univ i) h)
      exact h.symm.trans hdet.symm
  ext i j
  rcases lt_trichotomy i j with h | h | h
  · rw [(key _ i rfl).2 j h, Matrix.one_apply_ne h.ne]
  · rw [← h, hall i, Matrix.one_apply_eq]
  · rw [hT i j h, Matrix.one_apply_ne h.ne']
```

Now let \(Q\) be orthogonal with \(\det Q=1\), and apply the factorisation to \(Q^T\). The triangular matrix \(PQ^T\) meets all these conditions, so \(PQ^T=1\) and \(P=Q\): the given matrix is itself a product of Givens rotations. The converse was shown above. Complex orbitals, whose transformations are unitary, are not covered.

```lean
/-- The finite products of Givens rotations are exactly the real orthogonal matrices of
determinant one. -/
theorem mem_givensProducts_iff (Q : Matrix (Fin n) (Fin n) ℝ) :
    Q ∈ givensProducts n ↔ Qᵀ * Q = 1 ∧ Q.det = 1 := by
  refine ⟨products_special, fun ⟨hO, hD⟩ => ?_⟩
  -- triangularise the transpose; the triangular factor must be the identity
  obtain ⟨P, hP, hT, hpos⟩ := givens_qr Qᵀ
  obtain ⟨hPO, hPD⟩ := products_special hP
  have hR : P * Qᵀ = 1 := by
    apply eq_one_of_triangular hT hpos
    · rw [Matrix.transpose_mul, Matrix.transpose_transpose, Matrix.mul_assoc,
        ← Matrix.mul_assoc Pᵀ, hPO, Matrix.one_mul]
      exact mul_eq_one_comm.mp hO
    · rw [Matrix.det_mul, Matrix.det_transpose, hPD, hD, one_mul]
  have hPQ : P = Q := by
    calc P = P * (Qᵀ * Q) := by rw [hO, Matrix.mul_one]
      _ = Q := by rw [← Matrix.mul_assoc, hR, Matrix.one_mul]
  exact hPQ ▸ hP

end

end GivensQR
```

```lean
#print axioms GivensQR.givens_qr
-- 'GivensQR.givens_qr' depends on axioms: [propext, Classical.choice, Quot.sound]
#print axioms GivensQR.exists_negative_diagonal
-- 'GivensQR.exists_negative_diagonal' depends on axioms: [propext, Classical.choice, Quot.sound]
#print axioms GivensQR.mem_givensProducts_iff
-- 'GivensQR.mem_givensProducts_iff' depends on axioms: [propext, Classical.choice, Quot.sound]
```
